# With positive broadening, every CPA solution with $\operatorname{Im} g\le 0$ is purely imaginary at the band centre of a symmetric alloy with a semi-elliptic host band

A coherent-potential (CPA) calculation for a symmetric alloy can return a Green function with a nonzero real part at the band centre. Without further information, one can't tell whether this is an unconverged iterate, a root of the wrong sign, or a genuine solution that breaks the symmetry of the alloy.

Symmetry seems to settle the matter, but alone it does not. If $g$ solves the equation below, then so does $-\bar g$, which has the same imaginary part and the opposite real part. Solutions therefore come in pairs, and concluding $\operatorname{Re} g=0$ from this would assume that the two members coincide.

The equation, at complex energy $iy$, is

$$g=\sum_i \frac{c_i}{iy-v_i-t^2g}.$$

Here $v_i$ are finitely many real levels, measured from the centre of the host band, $c_i$ their weights, $y$ the broadening, $t$ the hopping scale and $g$ the local Green function of the effective medium. If the weights are nonnegative and symmetric under $v\to-v$, and $y>0$, then every solution with $\operatorname{Im} g\le0$ has $\operatorname{Re} g=0$. For this single-site model, a CPA search at the band centre thus reduces to one real unknown.

## A site embedded in its own average medium

The term $t^2g$ describes hopping from a site into its surroundings and back. It is the form appropriate when the host band, that of the crystal without disorder in the levels, is semi-elliptic with half-width $2|t|$; the band of the alloy itself generally has another shape, and using it for a real crystal is a physical approximation that the hypotheses do not justify. The letter $t$ is a hopping scale, not a scattering matrix.

In Lean, `ι` is a finite index type, and `c` and `v` assign a real weight and level to each index. The comments call the indices sites; in an alloy they label components, with $c_i$ the concentrations. The weights need not sum to 1, though for concentrations they do, and $t$ may be any real number.

```lean
import Mathlib

open Finset

namespace SymmetricAlloyBandCentre

noncomputable section

variable {ι : Type*} [Fintype ι]
```

`IsSymmetricAlloy` compares total weights at $x$ and $-x$, so several indices may share a level.

```lean
/-- The alloy is symmetric: the total weight of the sites with level `x` equals the total
weight of the sites with level `-x`. -/
def IsSymmetricAlloy (c v : ι → ℝ) : Prop :=
  ∀ x : ℝ, ∑ i with v i = x, c i = ∑ i with v i = -x, c i
```

Write $D=iy-t^2g$ for the cavity energy and $G(D)=\sum_i c_i/(D-v_i)$ for the site average. These are `cavity` and `siteAverage`, and `IsCPASolution` says $g=G(D)$.

```lean
/-- The site-averaged Green function `∑ c_i / (D - v_i)`, for `D` different from every level. -/
def siteAverage (c v : ι → ℝ) (D : ℂ) : ℂ := ∑ i, (c i : ℂ) / (D - (v i : ℂ))

/-- The energy `i y - t² g` felt by a site at the band centre, with broadening `y`, hopping
scale `t` and Green function `g` of the surrounding medium. -/
def cavity (t y : ℝ) (g : ℂ) : ℂ := (y : ℂ) * Complex.I - ((t ^ 2 : ℝ) : ℂ) * g

/-- The self-consistency equation `g = ∑ c_i / (i y - v_i - t² g)` at the band centre, for
`g` at which no denominator vanishes. -/
def IsCPASolution (c v : ι → ℝ) (t y : ℝ) (g : ℂ) : Prop :=
  g = siteAverage c v (cavity t y g)
```

Lean sets division by zero to zero, but under the hypotheses of the main theorem $\operatorname{Im}D>0$, so no denominator vanishes.

With $x=\operatorname{Re}D$ and $B=\operatorname{Im}D$, the real and imaginary parts are

$$x=-t^2\operatorname{Re}g,\qquad B=y-t^2\operatorname{Im}g,$$

$$\operatorname{Re}G=\sum_i\frac{c_i(x-v_i)}{(x-v_i)^2+B^2},\qquad
\operatorname{Im}G=-\sum_i\frac{c_iB}{(x-v_i)^2+B^2}.$$

The next two lemmas establish these formulas.

```lean
/-- Real and imaginary parts of the cavity energy. -/
theorem cavity_parts (t y : ℝ) (g : ℂ) :
    (cavity t y g).re = -(t ^ 2 * g.re) ∧ (cavity t y g).im = y - t ^ 2 * g.im := by
  unfold cavity
  constructor
  · rw [Complex.sub_re, Complex.re_ofReal_mul, Complex.re_ofReal_mul, Complex.I_re]
    ring
  · rw [Complex.sub_im, Complex.im_ofReal_mul, Complex.im_ofReal_mul, Complex.I_im]
    ring

/-- Real and imaginary parts of the site-averaged Green function as sums over the levels. -/
theorem siteAverage_parts (c v : ι → ℝ) (D : ℂ) :
    (siteAverage c v D).re = ∑ i, c i * ((D.re - v i) / ((D.re - v i) ^ 2 + D.im ^ 2)) ∧
    (siteAverage c v D).im = -∑ i, c i * (D.im / ((D.re - v i) ^ 2 + D.im ^ 2)) := by
  unfold siteAverage
  constructor
  · rw [Complex.re_sum]
    refine Finset.sum_congr rfl fun i _ => ?_
    simp only [Complex.div_re, Complex.normSq_apply, Complex.sub_re, Complex.sub_im,
      Complex.ofReal_re, Complex.ofReal_im]
    ring
  · rw [Complex.im_sum, ← Finset.sum_neg_distrib]
    refine Finset.sum_congr rfl fun i _ => ?_
    simp only [Complex.div_im, Complex.normSq_apply, Complex.sub_re, Complex.sub_im,
      Complex.ofReal_re, Complex.ofReal_im]
    ring
```

Self-consistency enters the argument only at the end, where $G(D)$ is replaced by $g$. An iterate that does not satisfy the equation may have a nonzero real part.

## Equal weight at opposite levels

Symmetry means that the alloy has no preference for positive or negative levels. For any real function $f$, grouping equal levels gives

$$\sum_i c_if(v_i)=\sum_x\Big(\sum_{v_i=x}c_i\Big)f(x)
=\sum_x\Big(\sum_{v_i=-x}c_i\Big)f(x)=\sum_i c_if(-v_i).$$

Half the sum of the two ends is the average of the even part, $\tfrac12[f(v_i)+f(-v_i)]$.

The Lean device behind this grouping is `Finset.sum_fiberwise_of_maps_to`. It splits a sum over indices into sums over fibres, the sets of indices with a common value, provided that all values lie in a chosen finite set. The set `S` contains every $v_i$ and every $-v_i$, so the same outer sum serves both groupings; empty fibres contribute zero. No permutation matching each index to a partner is needed, and none need exist: one component at $x$ may balance two at $-x$.

```lean
/-- In a symmetric alloy the average of any function of the level equals the average of its
even part. -/
theorem average_even_part {c v : ι → ℝ} (hs : IsSymmetricAlloy c v) (f : ℝ → ℝ) :
    ∑ i, c i * f (v i) = ∑ i, c i * ((f (v i) + f (-v i)) / 2) := by
  have key : ∑ i, c i * f (v i) = ∑ i, c i * f (-v i) := by
    -- group the sites by the value of their level
    let S : Finset ℝ := univ.image v ∪ univ.image (fun i => -v i)
    have h1 : ∑ x ∈ S, ∑ i with v i = x, c i * f (v i) = ∑ i, c i * f (v i) :=
      Finset.sum_fiberwise_of_maps_to
        (fun i _ => mem_union_left _ (mem_image_of_mem v (mem_univ i))) _
    have h2 : ∑ x ∈ S, ∑ i with -v i = x, c i * f (-v i) = ∑ i, c i * f (-v i) :=
      Finset.sum_fiberwise_of_maps_to
        (fun i _ => mem_union_right _ (mem_image_of_mem (fun i => -v i) (mem_univ i))) _
    refine h1.symm.trans (Eq.trans (Finset.sum_congr rfl fun x _ => ?_) h2)
    calc ∑ i with v i = x, c i * f (v i) = (∑ i with v i = x, c i) * f x := by
          rw [Finset.sum_mul]
          exact Finset.sum_congr rfl fun i hi => by rw [(mem_filter.mp hi).2]
      _ = (∑ i with v i = -x, c i) * f x := by rw [hs x]
      _ = ∑ i with -v i = x, c i * f (-v i) := by
          rw [Finset.sum_mul]
          refine Finset.sum_congr (by ext i; simp [neg_eq_iff_eq_neg]) fun i hi => ?_
          rw [(mem_filter.mp hi).2]
  have half : ∑ i, c i * ((f (v i) + f (-v i)) / 2)
      = (∑ i, c i * f (v i) + ∑ i, c i * f (-v i)) / 2 := by
    rw [← Finset.sum_add_distrib, Finset.sum_div]
    exact Finset.sum_congr rfl fun i _ => by ring
  linarith
```

Without symmetry the conclusion can fail, even for isolated sites. One level $v=1$ of weight 1, with $t=0$, gives $g=1/(iy-1)$, whose real part is $-1/(1+y^2)$.

## Nonnegative weights

Concentrations are nonnegative, and this lets a bound for one pair of levels survive the average. For levels $\pm w$ and $B>0$, put $P=(x-w)^2+B^2$ and $Q=(x+w)^2+B^2$. Over a common denominator,

$$\frac12\left(\frac{x-w}{P}+\frac{x+w}{Q}\right)=\frac{x(x^2+B^2-w^2)}{PQ},$$

$$\frac12\left(\frac BP+\frac BQ\right)=\frac{B(x^2+B^2+w^2)}{PQ}.$$

Since $|x^2+B^2-w^2|\le x^2+B^2+w^2$, $B$ times the absolute value of the first expression is at most $|x|$ times the second. In `pair_bound`, `e1` and `e2` are the two identities and `h` is the comparison.

```lean
/-- For a pair of levels `w` and `-w` and an energy `x + i B` with `B > 0`, the real part of the
mean Green function is bounded by `|x| / B` times the size of its imaginary part. -/
theorem pair_bound (x w : ℝ) {B : ℝ} (hB : 0 < B) :
    B * |((x - w) / ((x - w) ^ 2 + B ^ 2) + (x - -w) / ((x - -w) ^ 2 + B ^ 2)) / 2| ≤
      |x| * ((B / ((x - w) ^ 2 + B ^ 2) + B / ((x - -w) ^ 2 + B ^ 2)) / 2) := by
  obtain ⟨P, hP⟩ : ∃ P, P = (x - w) ^ 2 + B ^ 2 := ⟨_, rfl⟩
  obtain ⟨Q, hQ⟩ : ∃ Q, Q = (x - -w) ^ 2 + B ^ 2 := ⟨_, rfl⟩
  have hP0 : 0 < P := by rw [hP]; positivity
  have hQ0 : 0 < Q := by rw [hQ]; positivity
  rw [← hP, ← hQ]
  -- bring both pairs over the common denominator
  have e1 : ((x - w) / P + (x - -w) / Q) / 2 = x * ((x ^ 2 + B ^ 2 - w ^ 2) / (P * Q)) := by
    rw [div_add_div _ _ hP0.ne' hQ0.ne', div_div, ← mul_div_assoc,
      div_eq_div_iff (by positivity) (by positivity), hP, hQ]
    ring
  have e2 : (B / P + B / Q) / 2 = B * ((x ^ 2 + B ^ 2 + w ^ 2) / (P * Q)) := by
    rw [div_add_div _ _ hP0.ne' hQ0.ne', div_div, ← mul_div_assoc,
      div_eq_div_iff (by positivity) (by positivity), hP, hQ]
    ring
  have h : |(x ^ 2 + B ^ 2 - w ^ 2) / (P * Q)| ≤ (x ^ 2 + B ^ 2 + w ^ 2) / (P * Q) := by
    rw [abs_div, abs_of_pos (mul_pos hP0 hQ0)]
    refine div_le_div_of_nonneg_right ?_ (mul_pos hP0 hQ0).le
    exact abs_le.mpr ⟨by nlinarith [sq_nonneg x, sq_nonneg B], by nlinarith [sq_nonneg w]⟩
  rw [e1, e2, abs_mul]
  have h' := mul_le_mul_of_nonneg_left h (mul_nonneg hB.le (abs_nonneg x))
  linarith
```

Multiplying by $c_i\ge0$, summing, and using the triangle inequality gives

$$B\,|\operatorname{Re}G|\le |x|\,(-\operatorname{Im}G).$$

The Lean proof applies `average_even_part` to both sums and then `pair_bound` to each term.

```lean
/-- In a symmetric alloy with nonnegative weights, and for `Im D > 0`, the averaged Green
function `G` obeys `Im D * |Re G| ≤ |Re D| * (-Im G)`. -/
theorem siteAverage_bound {c v : ι → ℝ} (hc : ∀ i, 0 ≤ c i) (hs : IsSymmetricAlloy c v)
    {D : ℂ} (hD : 0 < D.im) :
    D.im * |(siteAverage c v D).re| ≤ |D.re| * (-(siteAverage c v D).im) := by
  rw [(siteAverage_parts c v D).1, (siteAverage_parts c v D).2, neg_neg,
    average_even_part hs (fun w => (D.re - w) / ((D.re - w) ^ 2 + D.im ^ 2)),
    average_even_part hs (fun w => D.im / ((D.re - w) ^ 2 + D.im ^ 2))]
  refine (mul_le_mul_of_nonneg_left (Finset.abs_sum_le_sum_abs _ _) hD.le).trans ?_
  rw [Finset.mul_sum, Finset.mul_sum]
  refine Finset.sum_le_sum fun i _ => ?_
  rw [abs_mul, abs_of_nonneg (hc i)]
  have h := mul_le_mul_of_nonneg_left (pair_bound D.re (v i) hD) (hc i)
  linarith
```

If negative weights are allowed, the conclusion can fail even when the weights sum to 1. Take weight $-3/2$ at level 0 and $5/4$ at each of $\pm2$, with $t=y=1$. Then $g=-1$ gives $D=1+i$ and $G(D)=-1$, so it is a real, nonzero solution.

## Positive broadening

The broadening $y$ places the energy above the real axis. Together with $\operatorname{Im}g\le0$ it gives $B=y-t^2\operatorname{Im}g>0$, so the bound applies. At a solution $G=g$, and the bound reads

$$(y-t^2\operatorname{Im}g)\,|\operatorname{Re}g|\le t^2|\operatorname{Re}g|\,(-\operatorname{Im}g).$$

The hopping terms cancel, leaving $y|\operatorname{Re}g|\le0$. As $y>0$, $\operatorname{Re}g=0$. In Lean, `hD` is the positivity of $B$ and `h0` is the final inequality. "Purely imaginary" includes $g=0$, which occurs when all weights vanish.

```lean
/-- For a symmetric alloy with nonnegative weights and broadening `y > 0`, every solution of the
band-centre equation with `Im g ≤ 0` is purely imaginary. -/
theorem solution_purely_imaginary {c v : ι → ℝ} (hc : ∀ i, 0 ≤ c i)
    (hs : IsSymmetricAlloy c v) {t y : ℝ} (hy : 0 < y) {g : ℂ}
    (hg : IsCPASolution c v t y g) (him : g.im ≤ 0) : g.re = 0 := by
  obtain ⟨hr, hi⟩ := cavity_parts t y g
  have hD : 0 < (cavity t y g).im := by
    rw [hi]
    nlinarith [mul_nonneg (sq_nonneg t) (neg_nonneg.mpr him)]
  have h := siteAverage_bound hc hs hD
  have hG : siteAverage c v (cavity t y g) = g := hg.symm
  rw [hG, hr, hi, abs_neg, abs_mul, abs_of_nonneg (sq_nonneg t)] at h
  -- the hopping terms cancel and only the broadening is left
  have h0 : y * |g.re| ≤ 0 := by linarith
  by_contra hne
  exact absurd (mul_pos hy (abs_pos.mpr hne)) (not_lt_of_ge h0)
```

The coherent potential $s$, often written $\Sigma$, is defined by $g(D-s)=1$. This equation forces $g\ne0$. With $g=-ib$ and $D=i(y+t^2b)$,

$$s=D-\frac1g=i\left(y+t^2b-\frac1b\right),$$

which is purely imaginary. The Lean proof takes the real part of $g(D-s)=1$ to get $\operatorname{Im}g\ne0$, and the imaginary part to get $\operatorname{Im}g\,\operatorname{Re}s=0$.

```lean
/-- For a symmetric alloy with nonnegative weights, broadening `y > 0` and a solution `g` of the
band-centre equation with `Im g ≤ 0`, the coherent potential `s`, defined by
`g * (i y - t² g - s) = 1`, is purely imaginary. -/
theorem coherent_potential_purely_imaginary {c v : ι → ℝ} (hc : ∀ i, 0 ≤ c i)
    (hs : IsSymmetricAlloy c v) {t y : ℝ} (hy : 0 < y) {g s : ℂ}
    (hg : IsCPASolution c v t y g) (him : g.im ≤ 0)
    (hself : g * (cavity t y g - s) = 1) : s.re = 0 := by
  have ha := solution_purely_imaginary hc hs hy hg him
  have h1 := congrArg Complex.re hself
  have h2 := congrArg Complex.im hself
  rw [Complex.mul_re, ha, Complex.one_re] at h1
  rw [Complex.mul_im, ha, Complex.one_im, Complex.sub_re, (cavity_parts t y g).1, ha] at h2
  have hb : g.im ≠ 0 := by
    intro h
    rw [h] at h1
    norm_num at h1
  have h3 : g.im * s.re = 0 := by linarith
  exact (mul_eq_zero.mp h3).resolve_left hb
```

Positive broadening also gives existence. For $g=-ib$ with $b\ge0$, $D$ is imaginary, and the bound with $x=0$ makes $\operatorname{Re}G$ vanish. What remains is

$$b=R(b),\qquad R(b)=\sum_i c_i\frac{y+t^2b}{v_i^2+(y+t^2b)^2}.$$

Let $M=\sum_i c_i/y$. Each fraction is at most $1/(y+t^2b)\le1/y$, so $0\le R(b)\le M$. The continuous function $b-R(b)$ is therefore at most 0 at $b=0$ and at least 0 at $b=M$, and it has a zero between them. The Lean steps `hlow`, `hhigh` and `hcont` supply these facts to `intermediate_value_Icc`. The theorem makes no claim of uniqueness.

```lean
/-- For a symmetric alloy with nonnegative weights and every `y > 0`, the band-centre equation
has a solution `g = -i b` with `b ≥ 0`. -/
theorem exists_solution {c v : ι → ℝ} (hc : ∀ i, 0 ≤ c i) (hs : IsSymmetricAlloy c v)
    (t : ℝ) {y : ℝ} (hy : 0 < y) :
    ∃ b : ℝ, 0 ≤ b ∧ IsCPASolution c v t y ⟨0, -b⟩ := by
  let R : ℝ → ℝ := fun b =>
    ∑ i, c i * ((y + t ^ 2 * b) / ((0 - v i) ^ 2 + (y + t ^ 2 * b) ^ 2))
  have hB : ∀ b : ℝ, 0 ≤ b → y ≤ y + t ^ 2 * b := fun b hb => by
    linarith [mul_nonneg (sq_nonneg t) hb]
  have hM : 0 ≤ (∑ i, c i) / y := div_nonneg (Finset.sum_nonneg fun i _ => hc i) hy.le
  have hcont : ContinuousOn (fun b => b - R b) (Set.Icc 0 ((∑ i, c i) / y)) := by
    refine continuousOn_id.sub (continuousOn_finsetSum _ fun i _ => continuousOn_const.mul
      (ContinuousOn.div (by fun_prop) (by fun_prop) fun b hb => ?_))
    have := lt_of_lt_of_le hy (hB b hb.1)
    positivity
  have hlow : 0 - R 0 ≤ 0 := by
    have : 0 ≤ R 0 := Finset.sum_nonneg fun i _ => mul_nonneg (hc i) (by
      have := lt_of_lt_of_le hy (hB 0 le_rfl)
      positivity)
    linarith
  have hhigh : 0 ≤ (∑ i, c i) / y - R ((∑ i, c i) / y) := by
    refine sub_nonneg.mpr ?_
    rw [Finset.sum_div]
    refine Finset.sum_le_sum fun i _ => ?_
    rw [← Finset.sum_div, div_eq_mul_one_div (c i) y]
    refine mul_le_mul_of_nonneg_left ?_ (hc i)
    have h1 := hB _ hM
    have h2 := lt_of_lt_of_le hy h1
    rw [div_le_div_iff₀ (by positivity) hy]
    nlinarith [sq_nonneg (0 - v i), mul_le_mul_of_nonneg_left h1 h2.le]
  -- the intermediate value theorem gives the self-consistent `b`
  obtain ⟨b, hb, hb0⟩ := intermediate_value_Icc hM hcont ⟨hlow, hhigh⟩
  have hbR : b = R b := sub_eq_zero.mp hb0
  refine ⟨b, hb.1, ?_⟩
  have hr : (cavity t y ⟨0, -b⟩).re = 0 := by rw [(cavity_parts _ _ _).1]; simp
  have hi : (cavity t y ⟨0, -b⟩).im = y + t ^ 2 * b := by
    rw [(cavity_parts _ _ _).2]; ring
  have hpos : 0 < (cavity t y ⟨0, -b⟩).im := by rw [hi]; exact lt_of_lt_of_le hy (hB b hb.1)
  have hbound := siteAverage_bound hc hs hpos
  rw [hr, abs_zero, zero_mul] at hbound
  refine Complex.ext ?_ ?_
  · by_contra hne
    exact absurd (mul_pos hpos (abs_pos.mpr (Ne.symm hne))) (not_lt_of_ge hbound)
  · rw [(siteAverage_parts _ _ _).2, hr, hi]
    exact congrArg Neg.neg hbR
```

Relaxing $y>0$ to $y\ge0$ admits real roots. At $y=0$ and $t=1$, with equal weights $1/2$ at $\pm\sqrt2$, both $g=1$ and $g=-1$ solve the equation.

## The sign of the imaginary part

The condition $\operatorname{Im}g\le0$ selects the retarded sign, for which the density of states $-\operatorname{Im}g/\pi$ is nonnegative. The derivation uses it only to secure $B>0$, which is also its role in `hD`.

If no sign is imposed, other roots appear. For weights $1/2$ at $\pm\sqrt{15}$, $t=4$ and $y=1$, take $g=(1+i)/8$. Then $D=-2-i$, and

$$G(D)=\frac{D}{D^2-15}=\frac{-2-i}{-12+4i}=\frac{1+i}8.$$

This example is a theorem in Lean, which also verifies that the denominators are nonzero; the examples for the other hypotheses are ordinary algebra given here in the text.

```lean
/-- Weights `1/2` at each of the levels `√15` and `-√15` form a symmetric alloy, for which, with
`t = 4` and `y = 1`, the number `g = (1 + i)/8` solves the band-centre equation with nonzero
denominators. -/
theorem unphysical_solution :
    IsSymmetricAlloy ![1 / 2, 1 / 2] ![√15, -√15] ∧
    (∀ i, cavity 4 1 ((1 + Complex.I) / 8) - ((![√15, -√15] i : ℝ) : ℂ) ≠ 0) ∧
    IsCPASolution ![1 / 2, 1 / 2] ![√15, -√15] 4 1 ((1 + Complex.I) / 8) := by
  have hD : cavity 4 1 ((1 + Complex.I) / 8) = -2 - Complex.I := by
    unfold cavity
    push_cast
    ring
  have hne : ∀ r : ℝ, -2 - Complex.I - (r : ℂ) ≠ 0 := fun r h => by
    have := congrArg Complex.im h
    norm_num at this
  refine ⟨fun x => ?_, fun i => by rw [hD]; exact hne _, ?_⟩
  · simp only [Finset.sum_filter, Fin.sum_univ_two, Matrix.cons_val_zero, Matrix.cons_val_one,
      neg_eq_iff_eq_neg, neg_neg]
    exact add_comm _ _
  · have hsq : ((√15 : ℝ) : ℂ) ^ 2 = 15 := by
      rw [← Complex.ofReal_pow, Real.sq_sqrt (by norm_num)]
      norm_num
    unfold IsCPASolution siteAverage
    rw [hD, Fin.sum_univ_two]
    simp only [Matrix.cons_val_zero, Matrix.cons_val_one]
    rw [div_add_div _ _ (hne _) (hne _), eq_div_iff (mul_ne_zero (hne _) (hne _))]
    push_cast
    linear_combination (-(1 + Complex.I) / 8) * hsq + ((Complex.I + 5) / 8) * Complex.I_sq

end

end SymmetricAlloyBandCentre
```

```lean
#print axioms SymmetricAlloyBandCentre.solution_purely_imaginary
#print axioms SymmetricAlloyBandCentre.coherent_potential_purely_imaginary
#print axioms SymmetricAlloyBandCentre.exists_solution
#print axioms SymmetricAlloyBandCentre.unphysical_solution
```

```
'SymmetricAlloyBandCentre.solution_purely_imaginary' depends on axioms: [propext, Classical.choice, Quot.sound]
'SymmetricAlloyBandCentre.coherent_potential_purely_imaginary' depends on axioms: [propext, Classical.choice, Quot.sound]
'SymmetricAlloyBandCentre.exists_solution' depends on axioms: [propext, Classical.choice, Quot.sound]
'SymmetricAlloyBandCentre.unphysical_solution' depends on axioms: [propext, Classical.choice, Quot.sound]
```
